# Drude–Lorentz dielectric functions with positive strengths and damping have no zeros at nonzero frequencies with Im w ≥ 0

## Oscillators, time convention and modes

Fields vary in time as $e^{-iwt}$, with a complex frequency $w = x + iy$, so a field grows if $y>0$ and decays if $y<0$. A bulk plasmon is a longitudinal charge oscillation that can exist without an external source. With $\mathrm{eps}$ the relative permittivity, its electric displacement $\varepsilon_0\,\mathrm{eps}(w)\,E$ is zero while $E \neq 0$, which requires $\mathrm{eps}(w)=0$. Below, "plasmon" always means this bulk mode; surface plasmons obey other conditions. The question is whether a medium of damped charges can have such an oscillation that fails to decay.

The medium consists of finitely many kinds of oscillator, labelled by $j$ in a finite type `ι`.

```lean
import Mathlib

open Filter Topology

namespace DrudeLorentz

noncomputable section

variable {ι : Type*} [Fintype ι]
```

A charge $q$ of mass $m$ with displacement $u$ obeys $m(\ddot u + g_j\dot u + \omega_j^2u)=qE$. For fields varying as $e^{-iwt}$ this gives

$$u=\frac{q}{m}\,\frac{E}{D_j(w)},\qquad D_j(w)=\omega_j^2-w^2-ig_jw .$$

In Lean the denominator is defined for one oscillator, with resonance frequency `ω₀` and damping constant `g`.

```lean
/-- The denominator `ω₀² - w² - i g w` of a damped oscillator with resonance frequency `ω₀`
and damping constant `g`, at complex frequency `w`. -/
def lorentzDenom (ω₀ g : ℝ) (w : ℂ) : ℂ :=
  (ω₀ : ℂ) ^ 2 - w ^ 2 - Complex.I * g * w
```

With $N_j$ such charges per unit volume, adding up the polarisation gives

$$\mathrm{eps}(w)=1+\sum_j\frac{f_j}{D_j(w)},\qquad f_j=\frac{N_jq^2}{\varepsilon_0m}.$$

Here $f_j$ is a squared frequency that includes the plasma frequency; many textbooks use the same letter for a dimensionless oscillator strength. In `eps`, the arguments `f`, `ω₀` and `g` are real-valued functions on `ι`, and `ω₀ j` is the $\omega_j$ of the formulas. A term with $\omega_j=0$ describes free carriers and is the Drude term.

```lean
/-- The Drude-Lorentz dielectric function `1 + ∑ f_j / (ω_j² - w² - i g_j w)`, meaningful at
frequencies `w` where no denominator vanishes. -/
def eps (f ω₀ g : ι → ℝ) (w : ℂ) : ℂ :=
  1 + ∑ j, (f j : ℂ) / lorentzDenom (ω₀ j) (g j) w
```

A mode is a zero of this function at which every $D_j$ is nonzero. The second condition matters because Lean assigns the value 0 to division by zero, so a pole could otherwise be counted as a mode.

```lean
/-- A plasmon mode is a complex frequency at which no oscillator denominator vanishes and the
dielectric function is zero. -/
def IsPlasmonMode (f ω₀ g : ι → ℝ) (w : ℂ) : Prop :=
  (∀ j, lorentzDenom (ω₀ j) (g j) w ≠ 0) ∧ eps f ω₀ g w = 0
```

The main result assumes $f_j>0$ and $g_j>0$ for all $j$. Positive $f_j$ means that charges are present, and positive $g_j$ means that each oscillator loses energy to degrees of freedom outside the model. Since $\omega_j$ is real, no restoring force is repulsive; the sign of $\omega_j$ itself plays no role. The hypotheses do not supply the step to a real material, namely that its response is a finite sum of this form, with constant damping and no dependence on wavevector.

## Where the denominators can vanish

From $w^2=x^2-y^2+2ixy$ and $ig_jw=ig_jx-g_jy$, the real part is

$$\operatorname{Re}D_j=\omega_j^2-x^2+y^2+g_jy .$$

```lean
/-- Real part of the oscillator denominator. -/
theorem lorentzDenom_re (ω₀ g : ℝ) (w : ℂ) :
    (lorentzDenom ω₀ g w).re = ω₀ ^ 2 - w.re ^ 2 + w.im ^ 2 + g * w.im := by
  simp [lorentzDenom, pow_two]
  ring
```

The same expansion gives the imaginary part,

$$\operatorname{Im}D_j=-x(2y+g_j).$$

```lean
/-- Imaginary part of the oscillator denominator. -/
theorem lorentzDenom_im (ω₀ g : ℝ) (w : ℂ) :
    (lorentzDenom ω₀ g w).im = -(w.re * (2 * w.im + g)) := by
  simp [lorentzDenom, pow_two]
  ring
```

Suppose that $D_j(w)=0$ with $g_j>0$, $y\ge0$ and $w\ne0$. The imaginary part gives $x(2y+g_j)=0$, and since $2y+g_j>0$, it follows that $x=0$. Then $y>0$, because $w\neq0$, and the real part is $\omega_j^2+y^2+g_jy>0$, a contradiction. The proof takes these steps in the same order, and `nlinarith` closes the last one from the squares and $g_jy>0$.

```lean
/-- A damped oscillator (`g > 0`) has no pole at a nonzero frequency with nonnegative
imaginary part. -/
theorem lorentzDenom_ne_zero {ω₀ g : ℝ} {w : ℂ} (hg : 0 < g) (hy : 0 ≤ w.im) (hw : w ≠ 0) :
    lorentzDenom ω₀ g w ≠ 0 := by
  intro h
  have him := lorentzDenom_im ω₀ g w
  have hre := lorentzDenom_re ω₀ g w
  rw [h, Complex.zero_im] at him
  rw [h, Complex.zero_re] at hre
  -- the imaginary part forces `w` onto the imaginary axis
  have hx : w.re = 0 := by
    have h0 : w.re * (2 * w.im + g) = 0 := by linarith
    exact (mul_eq_zero.mp h0).resolve_right (by positivity)
  have hy0 : w.im ≠ 0 := fun h0 => hw (Complex.ext hx h0)
  have hpos : 0 < w.im := lt_of_le_of_ne hy (Ne.symm hy0)
  rw [hx] at hre
  have h1 : 0 < g * w.im := mul_pos hg hpos
  nlinarith [sq_nonneg ω₀, sq_nonneg w.im]
```

## Absorption

For real $f_j$, $\operatorname{Im}(f_j/D_j)=-f_j\operatorname{Im}D_j/|D_j|^2$. Inserting $\operatorname{Im}D_j$ and summing gives

$$\operatorname{Im}\,\mathrm{eps}(w)=x\sum_j\frac{f_j(2y+g_j)}{|D_j|^2}.$$

In Lean, `Complex.normSq` is $|D_j|^2$, and `Finset.sum_congr` reduces the identity to one term.

```lean
/-- The imaginary part of the dielectric function is `Re w` times the sum over the oscillators of
`f_j (2 Im w + g_j) / |ω_j² - w² - i g_j w|²`, at any `w` where no denominator vanishes. -/
theorem eps_im (f ω₀ g : ι → ℝ) (w : ℂ) :
    (eps f ω₀ g w).im = w.re * ∑ j, f j * (2 * w.im + g j) /
      Complex.normSq (lorentzDenom (ω₀ j) (g j) w) := by
  simp only [eps, Complex.add_im, Complex.one_im, zero_add, Complex.im_sum, Finset.mul_sum]
  refine Finset.sum_congr rfl fun j _ => ?_
  rw [Complex.div_im, Complex.ofReal_im, Complex.ofReal_re, lorentzDenom_im]
  ring
```

If all $f_j$ and $g_j$ are positive, $x>0$, $y\ge0$ and there is at least one oscillator, every factor is positive, so $\operatorname{Im}\,\mathrm{eps}(w)>0$. At real positive frequency this says that the medium absorbs. With no oscillators $\mathrm{eps}=1$, which is why `Nonempty ι` is assumed.

```lean
/-- Absorption: with at least one oscillator and all `f_j, g_j > 0`, the dielectric function
has positive imaginary part wherever `Re w > 0` and `Im w ≥ 0`. -/
theorem eps_im_pos [Nonempty ι] {f ω₀ g : ι → ℝ} {w : ℂ} (hf : ∀ j, 0 < f j)
    (hg : ∀ j, 0 < g j) (hx : 0 < w.re) (hy : 0 ≤ w.im) : 0 < (eps f ω₀ g w).im := by
  have hw : w ≠ 0 := by
    intro h
    rw [h, Complex.zero_re] at hx
    exact lt_irrefl _ hx
  rw [eps_im]
  refine mul_pos hx (Finset.sum_pos (fun j _ => ?_) Finset.univ_nonempty)
  have h1 : 0 < 2 * w.im + g j := by linarith [hg j]
  exact div_pos (mul_pos (hf j) h1)
    (Complex.normSq_pos.mpr (lorentzDenom_ne_zero (hg j) hy hw))
```

The same argument gives a neighbouring result, stated here without a formal proof: under these conditions the energy-loss function $\operatorname{Im}(-1/\mathrm{eps})=\operatorname{Im}\,\mathrm{eps}/|\mathrm{eps}|^2$ is positive as well.

## The damping of an oscillating mode

Let $w$ be a mode with $x\ne0$, and put $p_j=f_j/|D_j|^2>0$. Since $\operatorname{Im}\,\mathrm{eps}(w)=0$, dividing by $x$ leaves

$$\sum_jp_j(2y+g_j)=0,\qquad\text{so}\qquad -2y=\frac{\sum_jp_jg_j}{\sum_jp_j}.$$

The energy decay rate $-2y$ is thus a weighted mean of the damping constants and lies between the smallest and the largest of them. The Lean statement expresses this by an index $j$ with $g_j\le-2y$ and an index $k$ with $-2y\le g_k$. Its proof does not form the mean. If every $g_j$ exceeded $-2y$, the vanishing sum would be positive; if every $g_j$ were smaller, it would be negative. An empty `ι` is excluded first, since $\mathrm{eps}=1$ then has no zero. The signs of the $g_j$ are not used.

```lean
/-- For `f_j > 0`, the damping `-2 Im w` of a plasmon mode with `Re w ≠ 0` is at least some `g_j`
and at most some `g_k`, where `j` and `k` may coincide. -/
theorem mode_damping_window {f ω₀ g : ι → ℝ} {w : ℂ} (hf : ∀ j, 0 < f j)
    (hm : IsPlasmonMode f ω₀ g w) (hx : w.re ≠ 0) :
    (∃ j, g j ≤ -2 * w.im) ∧ ∃ k, -2 * w.im ≤ g k := by
  have hne : Nonempty ι := by
    by_contra h
    rw [not_nonempty_iff] at h
    have h0 := hm.2
    simp [eps] at h0
  -- the weighted sum of `2 Im w + g_j` vanishes, with positive weights
  have hs : ∑ j, f j * (2 * w.im + g j) /
      Complex.normSq (lorentzDenom (ω₀ j) (g j) w) = 0 := by
    have h := eps_im f ω₀ g w
    rw [hm.2, Complex.zero_im] at h
    exact (mul_eq_zero.mp h.symm).resolve_left hx
  have hN : ∀ j, 0 < Complex.normSq (lorentzDenom (ω₀ j) (g j) w) :=
    fun j => Complex.normSq_pos.mpr (hm.1 j)
  constructor
  · by_contra hc
    simp only [not_exists, not_le] at hc
    have h2 : 0 < ∑ j, f j * (2 * w.im + g j) /
        Complex.normSq (lorentzDenom (ω₀ j) (g j) w) :=
      Finset.sum_pos (fun j _ => div_pos (mul_pos (hf j) (by linarith [hc j])) (hN j))
        Finset.univ_nonempty
    linarith
  · by_contra hc
    simp only [not_exists, not_le] at hc
    have h2 : 0 < ∑ j, -(f j * (2 * w.im + g j) /
        Complex.normSq (lorentzDenom (ω₀ j) (g j) w)) :=
      Finset.sum_pos (fun j _ => neg_pos.mpr (div_neg_of_neg_of_pos
        (mul_neg_of_pos_of_neg (hf j) (by linarith [hc j])) (hN j))) Finset.univ_nonempty
    rw [Finset.sum_neg_distrib, hs] at h2
    linarith
```

## Every mode decays

Modes with $x=0$ need a separate argument, based on the real part. If $\operatorname{Re}D_j>0$ for all $j$, then

$$\operatorname{Re}\,\mathrm{eps}(w)=1+\sum_j\frac{f_j\operatorname{Re}D_j}{|D_j|^2}\ge1 .$$

```lean
/-- For `f_j > 0`, if every oscillator denominator has positive real part, then the real part
of the dielectric function is at least one. -/
theorem one_le_eps_re {f ω₀ g : ι → ℝ} {w : ℂ} (hf : ∀ j, 0 < f j)
    (hD : ∀ j, 0 < (lorentzDenom (ω₀ j) (g j) w).re) : 1 ≤ (eps f ω₀ g w).re := by
  simp only [eps, Complex.add_re, Complex.one_re, Complex.re_sum]
  refine le_add_of_nonneg_right (Finset.sum_nonneg fun j _ => ?_)
  rw [Complex.div_re, Complex.ofReal_im, Complex.ofReal_re, zero_mul, zero_div, add_zero]
  exact div_nonneg (mul_pos (hf j) (hD j)).le (Complex.normSq_nonneg _)
```

Now let $f_j,g_j>0$ and suppose that a mode has $y\ge0$.

- If $x=0$, then $\operatorname{Im}D_j=0$ and $\operatorname{Re}D_j=\omega_j^2+y^2+g_jy\ge0$. Since $D_j\ne0$ at a mode, $\operatorname{Re}D_j>0$, and therefore $\operatorname{Re}\,\mathrm{eps}(w)\ge1$, which contradicts $\mathrm{eps}(w)=0$.
- If $x\ne0$, some $g_j\le-2y\le0$, which contradicts $g_j>0$.

Hence $y<0$. The time factor has modulus

$$|e^{-iwt}|=e^{yt}\to0\qquad(t\to\infty).$$

In Lean, `by_cases` separates the two cases, and `Tendsto ... atTop (𝓝 0)` expresses the limit, which is proved through the norm.

```lean
/-- For `f_j, g_j > 0`, every plasmon mode has negative imaginary part, and its time factor
`exp(-i w t)` tends to zero at late times. -/
theorem mode_decays {f ω₀ g : ι → ℝ} {w : ℂ} (hf : ∀ j, 0 < f j) (hg : ∀ j, 0 < g j)
    (hm : IsPlasmonMode f ω₀ g w) :
    w.im < 0 ∧ Tendsto (fun t : ℝ => Complex.exp (-Complex.I * w * t)) atTop (𝓝 0) := by
  have him : w.im < 0 := by
    by_contra hc
    have hy : 0 ≤ w.im := not_lt.mp hc
    by_cases hx : w.re = 0
    · -- with `Re w = 0` and `Im w ≥ 0`, the nonvanishing denominators are real and positive
      have h1 : 1 ≤ (eps f ω₀ g w).re := by
        refine one_le_eps_re hf fun j => lt_of_le_of_ne ?_ fun h0 => hm.1 j ?_
        · rw [lorentzDenom_re, hx]
          nlinarith [sq_nonneg (ω₀ j), sq_nonneg w.im, mul_nonneg (hg j).le hy]
        · refine Complex.ext h0.symm ?_
          rw [lorentzDenom_im, hx, zero_mul, neg_zero, Complex.zero_im]
      rw [hm.2, Complex.zero_re] at h1
      linarith
    · obtain ⟨j, hj⟩ := (mode_damping_window hf hm hx).1
      linarith [hg j]
  refine ⟨him, tendsto_zero_iff_norm_tendsto_zero.mpr ?_⟩
  have hn : ∀ t : ℝ, ‖Complex.exp (-Complex.I * w * t)‖ = Real.exp (w.im * t) := by
    intro t
    rw [Complex.norm_exp]
    congr 1
    simp
  simp only [hn]
  exact Real.tendsto_exp_atBot.comp (tendsto_id.const_mul_atTop_of_neg him)
```

For $w\ne0$ with $y\ge0$, no $D_j$ vanishes, by the argument on denominators above. If $\mathrm{eps}(w)$ were zero, $w$ would be a mode with $y\ge0$, which has just been excluded. Therefore

$$D_j(w)\neq0\ \text{ for all } j,\qquad \mathrm{eps}(w)\neq0 .$$

```lean
/-- For `f_j, g_j > 0`, at every nonzero complex frequency with nonnegative imaginary part the
dielectric function has neither a vanishing denominator nor a zero. -/
theorem eps_ne_zero {f ω₀ g : ι → ℝ} {w : ℂ} (hf : ∀ j, 0 < f j) (hg : ∀ j, 0 < g j)
    (hy : 0 ≤ w.im) (hw : w ≠ 0) :
    (∀ j, lorentzDenom (ω₀ j) (g j) w ≠ 0) ∧ eps f ω₀ g w ≠ 0 := by
  have hD : ∀ j, lorentzDenom (ω₀ j) (g j) w ≠ 0 :=
    fun j => lorentzDenom_ne_zero (hg j) hy hw
  exact ⟨hD, fun h => not_lt_of_ge hy (mode_decays hf hg ⟨hD, h⟩).1⟩
```

The condition $w\ne0$ is needed for the first part, because a Drude term has $D_j(0)=0$. The theorem concerns only poles and zeros in this region; it contains no time-domain response function and no Kramers–Kronig relation.

Drude–Lorentz sums are used to fit optical spectra and to represent materials in electromagnetic simulations, often with a constant background $\varepsilon_\infty>0$ in place of the 1. Dividing such a sum by $\varepsilon_\infty$ leaves its zeros unchanged and gives the form treated here, with $f_j/\varepsilon_\infty$ in place of $f_j$. For a finite sum with positive parameters and no spatial dispersion, the result excludes growing bulk plasmon modes from the continuous model; a time-stepping scheme needs its own stability analysis.

## Equal damping and a single oscillator

If all damping constants equal $\Gamma$, the lower and upper bounds on $-2y$ coincide, so a mode with $x\ne0$ has

$$y=-\Gamma/2 .$$

```lean
/-- If all oscillators have `f_j > 0` and the same damping constant `Γ`, every plasmon mode
with `Re w ≠ 0` has `Im w = -Γ/2`. -/
theorem mode_im_of_common_damping {f ω₀ : ι → ℝ} {Γ : ℝ} {w : ℂ} (hf : ∀ j, 0 < f j)
    (hm : IsPlasmonMode f ω₀ (fun _ => Γ) w) (hx : w.re ≠ 0) : w.im = -Γ / 2 := by
  obtain ⟨⟨_, h1⟩, ⟨_, h2⟩⟩ := mode_damping_window hf hm hx
  linarith
```

The smallest case that has modes is a single oscillator, for which `ι` is the one-element type `Unit`. Take $w=\Omega-i\Gamma/2$ with $\Omega$ real and $\Omega^2+\Gamma^2/4=\omega_0^2+f$. Then

$$w^2+i\Gamma w=\Big(\Omega^2-\frac{\Gamma^2}{4}-i\Omega\Gamma\Big)+\Big(i\Omega\Gamma+\frac{\Gamma^2}{2}\Big)=\Omega^2+\frac{\Gamma^2}{4}=\omega_0^2+f,$$

so the denominator is $\omega_0^2-(\omega_0^2+f)=-f$, and $\mathrm{eps}(w)=1+f/(-f)=0$. In the proof, `linear_combination` derives the value $-f$ from the assumed relation and $i^2=-1$.

```lean
/-- A single oscillator with `f > 0` has the plasmon mode `Ω - iΓ/2` whenever
`Ω² + Γ²/4 = ω₀² + f`. -/
theorem single_oscillator_mode {f ω₀ Γ Ω : ℝ} (hf : 0 < f)
    (h : Ω ^ 2 + Γ ^ 2 / 4 = ω₀ ^ 2 + f) :
    IsPlasmonMode (fun _ : Unit => f) (fun _ => ω₀) (fun _ => Γ)
      ((Ω : ℂ) - Complex.I * Γ / 2) := by
  have hc : (Ω : ℂ) ^ 2 + (Γ : ℂ) ^ 2 / 4 = (ω₀ : ℂ) ^ 2 + f := by exact_mod_cast h
  have hfc : (f : ℂ) ≠ 0 := Complex.ofReal_ne_zero.mpr hf.ne'
  -- at this frequency the denominator equals `-f`
  have hD : lorentzDenom ω₀ Γ ((Ω : ℂ) - Complex.I * Γ / 2) = -(f : ℂ) := by
    unfold lorentzDenom
    linear_combination -hc + (Γ : ℂ) ^ 2 / 4 * Complex.I_sq
  refine ⟨fun _ => ?_, ?_⟩
  · rw [hD]
    exact neg_ne_zero.mpr hfc
  · simp [eps, hD, hfc]

end

end DrudeLorentz
```

This theorem allows $\Gamma=0$. The mode then lies on the real axis at $\Omega=\pm\sqrt{\omega_0^2+f}$ and does not decay, so the assumption $g_j>0$ in the decay theorem cannot be weakened to $g_j\ge0$. For free carriers, $\omega_0=0$, this limit is the undamped plasma oscillation at $\Omega=\pm\sqrt f$.

```lean
#print axioms DrudeLorentz.eps_im_pos
#print axioms DrudeLorentz.eps_ne_zero
#print axioms DrudeLorentz.mode_im_of_common_damping
#print axioms DrudeLorentz.single_oscillator_mode
```

```
'DrudeLorentz.eps_im_pos' depends on axioms: [propext, Classical.choice, Quot.sound]
'DrudeLorentz.eps_ne_zero' depends on axioms: [propext, Classical.choice, Quot.sound]
'DrudeLorentz.mode_im_of_common_damping' depends on axioms: [propext, Classical.choice, Quot.sound]
'DrudeLorentz.single_oscillator_mode' depends on axioms: [propext, Classical.choice, Quot.sound]
```
